# Compressed exchange is exact on its orbitals and never lowers a Rayleigh quotient

Let the matrix $V$ be a negative semidefinite exchange operator and let the columns of $\Psi$ be orbitals for which $M=\Psi^*V\Psi$ is invertible; then the compressed operator $W=V\Psi M^{-1}\Psi^*V$ agrees with $V$ on the span of the orbitals, and $W-V$ is positive semidefinite. Consequently, for Hermitian $h$, a lowest eigenvector of $h+V$ that lies in this span is also a lowest eigenvector of $h+W$, with the same eigenvalue.

```lean
import Mathlib

open Matrix
open scoped ComplexOrder

namespace CompressedExchange

noncomputable section

variable {n k : Type*} [Fintype n] [Fintype k] [DecidableEq k]

/-- The matrix `M = Ψ* V Ψ` of the exchange operator `V` between the orbitals,
which are the columns of `Ψ`. -/
def exchangeMatrix (V : Matrix n n ℂ) (Ψ : Matrix n k ℂ) : Matrix k k ℂ :=
  Ψᴴ * V * Ψ

/-- The adaptively compressed exchange operator `V Ψ M⁻¹ Ψ* V`, meant for orbitals
whose exchange matrix `M = Ψ* V Ψ` is invertible. -/
def ace (V : Matrix n n ℂ) (Ψ : Matrix n k ℂ) : Matrix n n ℂ :=
  V * Ψ * (exchangeMatrix V Ψ)⁻¹ * Ψᴴ * V

/-- The real number `r` is the Rayleigh quotient of `A` in the nonzero state `x`:
`⟨x, A x⟩ = r ⟨x, x⟩`. -/
def IsRayleighQuotient (A : Matrix n n ℂ) (x : n → ℂ) (r : ℝ) : Prop :=
  x ≠ 0 ∧ star x ⬝ᵥ A *ᵥ x = (r : ℂ) * (star x ⬝ᵥ x)

/-- The nonzero state `x` is an eigenvector of `A` with real eigenvalue `E`, and no
Rayleigh quotient of `A` lies below `E`. -/
def IsGroundState (A : Matrix n n ℂ) (x : n → ℂ) (E : ℝ) : Prop :=
  x ≠ 0 ∧ A *ᵥ x = (E : ℂ) • x ∧ ∀ y r, IsRayleighQuotient A y r → E ≤ r

/-- If the exchange matrix of the orbitals is invertible, compressed and full exchange
act identically on every orbital. -/
theorem ace_mul_orbitals {V : Matrix n n ℂ} {Ψ : Matrix n k ℂ}
    (hM : IsUnit (exchangeMatrix V Ψ).det) : ace V Ψ * Ψ = V * Ψ := by
  calc ace V Ψ * Ψ
      = V * Ψ * ((exchangeMatrix V Ψ)⁻¹ * exchangeMatrix V Ψ) := by
        simp only [ace, exchangeMatrix, Matrix.mul_assoc]
    _ = V * Ψ := by rw [Matrix.nonsing_inv_mul _ hM, Matrix.mul_one]

/-- If the exchange matrix is invertible, a state in the span of the orbitals satisfies
the eigenvalue equation of `h + V` exactly when it satisfies that of `h + Vace`, with
the same eigenvalue. -/
theorem eigenpair_iff {V : Matrix n n ℂ} {Ψ : Matrix n k ℂ}
    (hM : IsUnit (exchangeMatrix V Ψ).det) (h : Matrix n n ℂ) (c : k → ℂ) (E : ℂ) :
    (h + V) *ᵥ (Ψ *ᵥ c) = E • (Ψ *ᵥ c) ↔
      (h + ace V Ψ) *ᵥ (Ψ *ᵥ c) = E • (Ψ *ᵥ c) := by
  have key : ace V Ψ *ᵥ (Ψ *ᵥ c) = V *ᵥ (Ψ *ᵥ c) := by
    rw [Matrix.mulVec_mulVec, Matrix.mulVec_mulVec, ace_mul_orbitals hM]
  rw [Matrix.add_mulVec, Matrix.add_mulVec, key]

/-- For Hermitian `V` and invertible `M = Ψ* V Ψ`, the compression error is
`Vace - V = P* (-V) P` with `P = 1 - Ψ M⁻¹ Ψ* V`. -/
theorem ace_sub_eq [DecidableEq n] {V : Matrix n n ℂ} {Ψ : Matrix n k ℂ}
    (hV : V.IsHermitian) (hM : IsUnit (exchangeMatrix V Ψ).det) :
    ace V Ψ - V = (1 - Ψ * (exchangeMatrix V Ψ)⁻¹ * Ψᴴ * V)ᴴ * (-V) *
      (1 - Ψ * (exchangeMatrix V Ψ)⁻¹ * Ψᴴ * V) := by
  have hVH : Vᴴ = V := hV
  have hMH : (exchangeMatrix V Ψ)ᴴ = exchangeMatrix V Ψ := by
    simp only [exchangeMatrix, conjTranspose_mul, conjTranspose_conjTranspose, hVH,
      Matrix.mul_assoc]
  have hP : (1 - Ψ * (exchangeMatrix V Ψ)⁻¹ * Ψᴴ * V)ᴴ * V = V - ace V Ψ := by
    simp only [ace, conjTranspose_sub, conjTranspose_one, conjTranspose_mul,
      conjTranspose_conjTranspose, conjTranspose_nonsing_inv, hMH, hVH,
      Matrix.sub_mul, Matrix.one_mul, Matrix.mul_assoc]
  -- the error vanishes on the orbitals, so the second factor `P` changes nothing
  have h0 : (V - ace V Ψ) * Ψ = 0 := by
    rw [Matrix.sub_mul, ace_mul_orbitals hM, sub_self]
  have h1 : (V - ace V Ψ) * (Ψ * (exchangeMatrix V Ψ)⁻¹ * Ψᴴ * V) = 0 := by
    rw [← Matrix.mul_assoc, ← Matrix.mul_assoc, ← Matrix.mul_assoc, h0,
      Matrix.zero_mul, Matrix.zero_mul, Matrix.zero_mul]
  rw [Matrix.mul_neg, Matrix.neg_mul, hP, Matrix.mul_sub, Matrix.mul_one, h1]
  abel

/-- For negative semidefinite exchange and an invertible exchange matrix, `Vace - V`
is positive semidefinite. -/
theorem ace_sub_posSemidef {V : Matrix n n ℂ} {Ψ : Matrix n k ℂ}
    (hV : (-V).PosSemidef) (hM : IsUnit (exchangeMatrix V Ψ).det) :
    (ace V Ψ - V).PosSemidef := by
  classical
  have hH : V.IsHermitian := by simpa using hV.isHermitian.neg
  rw [ace_sub_eq hH hM]
  exact hV.conjTranspose_mul_mul_same _

/-- The squared norm `⟨x, x⟩` of a nonzero state is a positive real number. -/
theorem norm_sq_pos {x : n → ℂ} (hx : x ≠ 0) :
    ∃ N : ℝ, 0 < N ∧ star x ⬝ᵥ x = (N : ℂ) := by
  obtain ⟨i, hi⟩ := Function.ne_iff.mp hx
  refine ⟨∑ j, ‖x j‖ ^ 2, ?_, ?_⟩
  · exact Finset.sum_pos' (fun j _ => by positivity)
      ⟨i, Finset.mem_univ i, pow_pos (norm_pos_iff.mpr hi) 2⟩
  · simp [dotProduct, Complex.conj_mul']

/-- A Hermitian matrix has a real Rayleigh quotient in every nonzero state. -/
theorem exists_rayleighQuotient {A : Matrix n n ℂ} (hA : A.IsHermitian)
    {x : n → ℂ} (hx : x ≠ 0) : ∃ r, IsRayleighQuotient A x r := by
  obtain ⟨N, hN, hNx⟩ := norm_sq_pos hx
  have hz : star (star x ⬝ᵥ A *ᵥ x) = star x ⬝ᵥ A *ᵥ x := by
    rw [← star_dotProduct_star, star_star, Matrix.star_mulVec, hA.eq,
      ← Matrix.dotProduct_mulVec]
  refine ⟨(star x ⬝ᵥ A *ᵥ x).re / N, hx, ?_⟩
  rw [hNx, ← Complex.ofReal_mul, div_mul_cancel₀ _ hN.ne']
  exact (Complex.conj_eq_iff_re.mp hz).symm

/-- For negative semidefinite `V` and an invertible exchange matrix, the Rayleigh
quotient of `h + Vace` is at least that of `h + V` in the same state, with equality
exactly when `Vace` and `V` act identically on that state. -/
theorem rayleigh_le {V : Matrix n n ℂ} {Ψ : Matrix n k ℂ}
    (hV : (-V).PosSemidef) (hM : IsUnit (exchangeMatrix V Ψ).det)
    {h : Matrix n n ℂ} {x : n → ℂ} {r s : ℝ}
    (hr : IsRayleighQuotient (h + V) x r)
    (hs : IsRayleighQuotient (h + ace V Ψ) x s) :
    r ≤ s ∧ (r = s ↔ ace V Ψ *ᵥ x = V *ᵥ x) := by
  obtain ⟨N, hN, hNx⟩ := norm_sq_pos hr.1
  have psd := ace_sub_posSemidef hV hM
  -- the gap of the quotients is the expectation value of the compression error
  have gap : star x ⬝ᵥ (ace V Ψ - V) *ᵥ x = (((s - r) * N : ℝ) : ℂ) := by
    have e : ace V Ψ - V = (h + ace V Ψ) - (h + V) := by abel
    rw [e, Matrix.sub_mulVec, dotProduct_sub, hs.2, hr.2, hNx]
    push_cast
    ring
  constructor
  · have h0 := psd.dotProduct_mulVec_nonneg x
    rw [gap] at h0
    have h1 : 0 ≤ (s - r) * N := Complex.zero_le_real.mp h0
    exact le_of_not_gt fun hlt => by nlinarith [mul_pos (sub_pos.mpr hlt) hN]
  · have z := psd.dotProduct_mulVec_zero_iff x
    rw [gap, Matrix.sub_mulVec, sub_eq_zero] at z
    rw [← z, Complex.ofReal_eq_zero, mul_eq_zero]
    constructor
    · intro e
      left
      linarith
    · rintro (e | e) <;> linarith

/-- Let `h` be Hermitian, `V` negative semidefinite and the exchange matrix invertible.
A ground state of `h + V` in the span of the orbitals is a ground state of `h + Vace`
with the same energy. -/
theorem groundState_ace {V h : Matrix n n ℂ} {Ψ : Matrix n k ℂ}
    (hh : h.IsHermitian) (hV : (-V).PosSemidef)
    (hM : IsUnit (exchangeMatrix V Ψ).det) {c : k → ℂ} {E : ℝ}
    (g : IsGroundState (h + V) (Ψ *ᵥ c) E) :
    IsGroundState (h + ace V Ψ) (Ψ *ᵥ c) E := by
  have hH : V.IsHermitian := by simpa using hV.isHermitian.neg
  refine ⟨g.1, (eigenpair_iff hM h c E).mp g.2.1, fun y s hs => ?_⟩
  obtain ⟨r, hr⟩ := exists_rayleighQuotient (hh.add hH) hs.1
  exact (g.2.2 y r hr).trans (rayleigh_le hV hM hr hs).1

/-- The exchange operator `diag(-1, -2, 0)` with the single orbital `(1, 1, 0)` is negative
semidefinite and has an invertible matrix `Ψ* V Ψ`. -/
theorem ace_witness :
    (-(diagonal ![-1, -2, 0] : Matrix (Fin 3) (Fin 3) ℂ)).PosSemidef ∧
      IsUnit (exchangeMatrix (diagonal ![-1, -2, 0] : Matrix (Fin 3) (Fin 3) ℂ)
        (!![1; 1; 0] : Matrix (Fin 3) (Fin 1) ℂ)).det := by
  constructor
  · have e : -(diagonal ![-1, -2, 0] : Matrix (Fin 3) (Fin 3) ℂ)
        = diagonal ![1, 2, 0] := by
      ext i j
      fin_cases i <;> fin_cases j <;> simp
    rw [e, Matrix.posSemidef_diagonal_iff]
    intro i
    fin_cases i <;> simp
  · rw [isUnit_iff_ne_zero, Matrix.det_unique]
    simp [exchangeMatrix, Matrix.mul_apply, Fin.sum_univ_succ, Matrix.diagonal_apply]
    norm_num

end

end CompressedExchange
```

```lean
#print axioms CompressedExchange.rayleigh_le
-- 'CompressedExchange.rayleigh_le' depends on axioms: [propext, Classical.choice, Quot.sound]
#print axioms CompressedExchange.groundState_ace
-- 'CompressedExchange.groundState_ace' depends on axioms: [propext, Classical.choice, Quot.sound]
```

## Exchange and its low-rank replacement

In a hybrid-functional or Hartree–Fock calculation, the exchange operator acts on an orbital $\varphi$ as

$$(V\varphi)(\mathbf r)=-\sum_j \psi_j(\mathbf r)\int \frac{\psi_j^*(\mathbf r')\,\varphi(\mathbf r')}{|\mathbf r-\mathbf r'|}\,d\mathbf r',$$

with the sum over the occupied orbitals $\psi_j$ of the same spin as $\varphi$, up to a mixing factor and possibly with a screened interaction. In a plane-wave basis each application needs a Poisson-type solve for every occupied orbital, and an iterative eigensolver applies the operator many times. Adaptively compressed exchange computes $V\Psi$ once for each update of $V$ and then uses $W$, whose rank is at most the number of orbitals in $\Psi$.

The replacement changes the operator, so one wants to know what happens to the spectrum. On the orbitals themselves nothing changes. Elsewhere the expectation value can only rise or stay the same, so no state is pushed below the lowest level of the uncompressed problem. For a fixed exchange operator in a finite basis, an eigensolver that works with $h+W$ therefore meets no spurious state below that level.

Negative semidefiniteness reflects the fact that the Coulomb kernel is positive definite (its Fourier transform is positive): $-\langle\varphi,V\varphi\rangle$ is twice the sum of the electrostatic self-energies of the pair densities $\psi_j^*\varphi$, and these are nonnegative. For such a $V$, invertibility of $M$ says that no nonzero coefficient vector $c$ gives a combination $\Psi c$ of the orbitals with $V\Psi c=0$. In particular, the orbitals are linearly independent.

## Reading the definitions and theorems

The finite type `n` labels basis functions and `k` labels orbitals. The basis is orthonormal, because the inner product is the plain $\langle x,y\rangle=\sum_i \overline{x_i}\,y_i$, written `star x ⬝ᵥ y`. A non-orthogonal Gaussian basis would first have to be orthonormalised. The matrix `Ψ` has one column per orbital, `Ψ *ᵥ c` is the combination with coefficients `c`, and `Ψᴴ` is the conjugate transpose $\Psi^*$. The matrices $M$ and $W$ are `exchangeMatrix V Ψ` and `ace V Ψ`. The orbitals need not be normalised or mutually orthogonal.

The hypothesis `(-V).PosSemidef` contains the Hermiticity of $V$, and `IsUnit (exchangeMatrix V Ψ).det` says that $M$ is invertible. The matrix `h` collects the rest of the one-particle Hamiltonian: kinetic energy, external and Hartree potentials, and any semilocal part.

`IsRayleighQuotient A x r` says that $x\neq0$ and $\langle x,Ax\rangle=r\langle x,x\rangle$ with $r$ real. `IsGroundState A x E` says that $x$ is an eigenvector with real eigenvalue $E$ and that no Rayleigh quotient of $A$ lies below $E$. The name refers to the lowest one-particle level, not to the many-electron ground state.

The main statements are as follows. All of them assume that $M$ is invertible, and all but the first assume that $V$ is negative semidefinite.

- `eigenpair_iff`: for any matrix $h$ and any $x=\Psi c$, the equation $(h+V)x=Ex$ holds exactly when $(h+W)x=Ex$ does.
- `ace_sub_posSemidef`: $W-V$ is positive semidefinite.
- `rayleigh_le`: if $r$ and $s$ are the Rayleigh quotients of $h+V$ and $h+W$ in the same state $x$, then $r\le s$, with equality exactly when $Wx=Vx$.
- `groundState_ace`: for Hermitian $h$, a ground state of $h+V$ in the span of the orbitals is a ground state of $h+W$ with the same energy.

The last statement runs in one direction only. With $h=0$, $V=\mathrm{diag}(-1,-2)$ and the single orbital $(1,0)$, one finds $W=\mathrm{diag}(-1,0)$. The orbital is then the lowest state of $W$ but not of $V$. The statement also concerns the lowest level alone, not a whole set of occupied levels.

The step from here to a real calculation is self-consistency. The true exchange operator depends on the occupied orbitals and changes from one outer iteration to the next, whereas $V$ and $h$ are fixed matrices here. Nothing is said about whether those iterations converge.

## The compression error as a quadratic form

On the orbitals, the inverse cancels:

$$W\Psi=V\Psi M^{-1}(\Psi^*V\Psi)=V\Psi M^{-1}M=V\Psi .$$

For $x=\Psi c$ this gives $Wx=Vx$, hence $(h+W)x=(h+V)x$, and the two eigenvalue equations are the same equation.

For the sign of $W-V$, set $Q=\Psi M^{-1}\Psi^*V$ and $P=1-Q$. Since $V^*=V$, also $M^*=M$, and therefore $Q^*=V\Psi M^{-1}\Psi^*$. This yields

$$P^*V=V-V\Psi M^{-1}\Psi^*V=V-W.$$

The matrix $Q$ begins with a factor $\Psi$, and $(V-W)\Psi=0$, so $(V-W)Q=0$. Multiplying by $P$ from the right thus changes nothing:

$$P^*VP=(V-W)(1-Q)=V-W,\qquad W-V=P^*(-V)P .$$

For every $x$ it follows that

$$\langle x,(W-V)x\rangle=\langle Px,(-V)Px\rangle\ge0 .$$

Now let $x\ne0$ have Rayleigh quotients $r$ for $h+V$ and $s$ for $h+W$, and write $N=\langle x,x\rangle=\sum_i|x_i|^2>0$. Subtracting the two defining equations removes $h$:

$$(s-r)N=\langle x,(h+W)x\rangle-\langle x,(h+V)x\rangle=\langle x,(W-V)x\rangle\ge0 .$$

Hence $r\le s$. If $r=s$, the quadratic form of $B=W-V$ vanishes at $x$. As $B$ is positive semidefinite it has a Hermitian square root, so $\|B^{1/2}x\|^2=0$ and $Bx=0$, that is, $Wx=Vx$. Conversely, $Wx=Vx$ makes the form vanish, and $N>0$ forces $r=s$.

For the ground state, let $x=\Psi c$ be one for $h+V$ with energy $E$. It is an eigenvector of $h+W$ with the same $E$ by the first step. Take any Rayleigh quotient $s$ of $h+W$, in a state $y$. The matrix $A=h+V$ is Hermitian, so

$$\overline{\langle y,Ay\rangle}=\langle Ay,y\rangle=\langle y,Ay\rangle$$

is real, and $r=\langle y,Ay\rangle/\langle y,y\rangle$ is a real Rayleigh quotient of $h+V$. Then $E\le r\le s$, which is the required lower bound.

## The same steps in Lean

`ace_mul_orbitals` is the cancellation $W\Psi=V\Psi$. Its `calc` block regroups the product until $M^{-1}M$ stands together, and `Matrix.nonsing_inv_mul` replaces that by the identity, using the invertibility of $M$. `eigenpair_iff` applies the result to $\Psi c$ and rewrites one eigenvalue equation into the other.

`ace_sub_eq` is the factorisation. Its intermediate facts follow the derivation: `hMH` is $M^*=M$, `hP` is $P^*V=V-W$, `h0` is $(V-W)\Psi=0$, and `h1` is $(V-W)Q=0$. The final rewriting expands the product and removes the term that vanishes by `h1`. Besides the invertibility of $M$, this lemma assumes only that $V$ is Hermitian; the sign of $V$ enters in `ace_sub_posSemidef`, through the Mathlib lemma `conjTranspose_mul_mul_same`, which says that $P^*BP$ is positive semidefinite whenever $B$ is. Here $B=-V$.

`norm_sq_pos` supplies the positive real number $N$: a nonzero vector has a nonzero component, and the other terms of the sum of squares are nonnegative. `exists_rayleighQuotient` shows that $\langle x,Ax\rangle$ equals its own conjugate for Hermitian $A$, and takes its real part divided by $N$ as the quotient.

In `rayleigh_le`, the fact `gap` is the identity $\langle x,(W-V)x\rangle=(s-r)N$. The inequality follows by contradiction: if $s<r$, then $(r-s)N>0$, against the nonnegativity of the gap. For the equality case, `dotProduct_mulVec_zero_iff` provides the equivalence between a vanishing quadratic form and $(W-V)x=0$. What remains is that $(s-r)N=0$ with $N>0$ means $r=s$.

`groundState_ace` assembles the three parts of the definition. The state is nonzero by assumption, the eigenvalue equation is transferred by `eigenpair_iff`, and the lower bound is the chain $E\le r\le s$. Hermiticity of $h$ is used to produce $r$.

## A three-dimensional example

`ace_witness` verifies the two hypotheses on $V$ and $M$ for $V=\mathrm{diag}(-1,-2,0)$ and the single orbital $(1,1,0)$. The first part reads off the nonnegative diagonal entries of $-V$; the second evaluates the $1\times1$ determinant, which is $M=-3$. For the normalised orbital $(1,1,0)/\sqrt2$ the value is $-3/2$, and $W$ is the same. The matrix $V$ is singular, so $M$ can be invertible when $V$ is not.

Working out the compression for this case gives

$$W=-\frac13\begin{pmatrix}1&2&0\\2&4&0\\0&0&0\end{pmatrix},\qquad
W-V=\frac23\begin{pmatrix}1&-1&0\\-1&1&0\\0&0&0\end{pmatrix}.$$

The error annihilates the orbital and has eigenvalues $0$, $0$ and $4/3$. With $h=0$, the state $(1,0,0)$ has Rayleigh quotient $-1$ under $V$ and $-1/3$ under $W$. The state $(0,0,1)$ has quotient $0$ under both, although it lies outside the span of the orbital, so equality in `rayleigh_le` is not limited to that span.
